# For the well \(-g\,\delta(x)\) with \(g>0\), the best centred Gaussian has energy \(-g^2/\pi\), above the exact \(-g^2/2\) (\(\hbar=m=1\))

Q: I minimise the energy of a Gaussian in an attractive delta well of unit strength, and my program settles at \(-0.318\). The exact energy is \(-0.5\). If I don't know where the Gaussian family bottoms out, I may spend a day hunting for a bug that isn't there.

A: The family bottoms out at \(-g^2/\pi\), which is \(-0.3183\) for \(g=1\). The missing 36% of the binding energy comes from the shape of the trial function, and no choice of width recovers it.

```lean
import Mathlib

open MeasureTheory Real Filter Topology

namespace DeltaWellGaussianTrial

noncomputable section
```

Q: How does a delta function get into a formal statement at all?

A: In the energy, through its expectation value; later, in the Schrödinger equation, through a condition on the slopes at the origin. For a real state \(\psi\), the potential \(-g\,\delta(x)\) contributes \(-g\,\psi(0)^2\), so the energy is

\[
E[\psi]=\frac{\tfrac12\int\psi'^2\,dx-g\,\psi(0)^2}{\int\psi^2\,dx}.
\]

The strength \(g\) is the depth times the width of a very narrow well. Dividing by the norm means that trial states needn't be normalised.

```lean
/-- Energy quotient of a real trial state `ψ` in the potential `-g δ(x)`, in units `ħ = m = 1`. -/
def energy (g : ℝ) (ψ : ℝ → ℝ) : ℝ :=
  ((∫ x, (deriv ψ x) ^ 2) / 2 - g * ψ 0 ^ 2) / ∫ x, (ψ x) ^ 2
```

Q: Does that formula make sense for every `ψ` that Lean accepts?

A: No. `energy` takes any real function, and for a step function the pointwise derivative misses the infinite kinetic cost of the jump. The definition has its physical meaning for nonzero, square-integrable states that are locally absolutely continuous (their changes are the integrals of their slope) and have square-integrable slope. Both families used here are of that kind when their parameters are positive. The first is \(e^{-ax^2}\), the second \(e^{-k|x|}\).

```lean
/-- The Gaussian trial state `exp (-a x²)`. -/
def gaussian (a x : ℝ) : ℝ := Real.exp (-a * x ^ 2)

/-- The exponential function `exp (-k |x|)`, with a cusp at the origin when `k ≠ 0`. -/
def cusp (k x : ℝ) : ℝ := Real.exp (-k * |x|)
```

Q: Take the Gaussian first. What are the integrals?

A: Write \(\psi=e^{-ax^2}\) with \(a>0\). Its slope is \(\psi'=-2ax\,\psi\), by the chain rule.

```lean
/-- The slope of the Gaussian trial state is `-2 a x` times the state. -/
theorem hasDerivAt_gaussian (a x : ℝ) :
    HasDerivAt (gaussian a) (-2 * a * x * gaussian a x) x := by
  have h : HasDerivAt (fun y : ℝ => y ^ 2) (2 * x) x := by
    simpa using hasDerivAt_pow 2 x
  have h' := (h.const_mul (-a)).exp
  exact HasDerivAt.congr_deriv h' (by simp only [gaussian]; ring)
```

The squared norm is \(N=\int e^{-2ax^2}dx=\sqrt{\pi/(2a)}\). In Lean, the square of the exponential is merged into one exponential and Mathlib's Gaussian integral is applied.

```lean
/-- For `a > 0` the squared norm of the Gaussian trial state is `√(π / (2a))`. For `a ≤ 0` the
integral diverges, and both sides are `0` by Lean's conventions. -/
theorem gaussian_norm (a : ℝ) : ∫ x, (gaussian a x) ^ 2 = √(π / (2 * a)) := by
  rw [← integral_gaussian (2 * a)]
  congr 1
  funext x
  rw [gaussian, pow_two, ← Real.exp_add]
  congr 1
  ring
```

For the kinetic part we need \(\int\psi'^2dx=4a^2\int x^2e^{-2ax^2}dx\). The function \(x\,e^{-2ax^2}\) vanishes at both ends, so its derivative integrates to zero:

\[
0=\int\left(e^{-2ax^2}-4a\,x^2e^{-2ax^2}\right)dx=N-4a\int x^2e^{-2ax^2}dx .
\]

Hence \(\int x^2e^{-2ax^2}dx=N/(4a)\) and \(\int\psi'^2dx=aN\). In the proof, `h0` is the displayed identity, and the last line multiplies it by \(-a\) to get the result.

```lean
/-- The integral of the squared slope of the Gaussian trial state is `a √(π / (2a))`. -/
theorem gaussian_kinetic {a : ℝ} (ha : 0 < a) :
    ∫ x, (deriv (gaussian a) x) ^ 2 = a * √(π / (2 * a)) := by
  have hb : 0 < 2 * a := by linarith
  have hI0 := integrable_exp_neg_mul_sq hb
  have hI2 : Integrable (fun x : ℝ => x ^ 2 * Real.exp (-(2 * a) * x ^ 2)) := by
    simpa using integrable_rpow_mul_exp_neg_mul_sq hb (s := 2) (by norm_num)
  -- the derivative of `x exp (-2a x²)` integrates to zero
  have h0 : ∫ x : ℝ, (Real.exp (-(2 * a) * x ^ 2)
      - 2 * (2 * a) * (x ^ 2 * Real.exp (-(2 * a) * x ^ 2))) = 0 := by
    refine integral_eq_zero_of_hasDerivAt_of_integrable
      (f := fun x : ℝ => x * Real.exp (-(2 * a) * x ^ 2)) (fun x => ?_)
      (hI0.sub (hI2.const_mul (2 * (2 * a)))) (integrable_mul_exp_neg_mul_sq hb)
    have h := (hasDerivAt_id' x).fun_mul (hasDerivAt_gaussian (2 * a) x)
    exact HasDerivAt.congr_deriv h (by simp only [gaussian]; ring)
  rw [integral_sub hI0 (hI2.const_mul _), integral_const_mul, integral_gaussian] at h0
  have e : ∀ x : ℝ, (deriv (gaussian a) x) ^ 2
      = 4 * a ^ 2 * (x ^ 2 * Real.exp (-(2 * a) * x ^ 2)) := by
    intro x
    have hs : Real.exp (-(2 * a) * x ^ 2) = gaussian a x * gaussian a x := by
      rw [gaussian, ← Real.exp_add]
      congr 1
      ring
    rw [(hasDerivAt_gaussian a x).deriv, hs]
    ring
  simp_rw [e]
  rw [integral_const_mul]
  linear_combination (-a) * h0
```

Q: And the energy?

A: Since \(\psi(0)=1\), the quotient is

\[
E(a)=\frac{aN/2-g}{N}=\frac a2-\frac gN=\frac a2-g\sqrt{\frac{2a}{\pi}} .
\]

The square root is the probability density at the origin of the normalised Gaussian. This formula holds for either sign of \(g\).

```lean
/-- The energy of the Gaussian trial state is `a/2 - g √(2a/π)`. -/
theorem energy_gaussian (g : ℝ) {a : ℝ} (ha : 0 < a) :
    energy g (gaussian a) = a / 2 - g * √(2 * a / π) := by
  have hs : 0 < √(π / (2 * a)) := Real.sqrt_pos.mpr (by positivity)
  have h : √(2 * a / π) = (√(π / (2 * a)))⁻¹ := by
    rw [← Real.sqrt_inv, inv_div]
  have h1 : gaussian a 0 = 1 := by simp [gaussian]
  rw [energy, gaussian_kinetic ha, gaussian_norm, h1, h, div_eq_iff hs.ne']
  linear_combination g * inv_mul_cancel₀ hs.ne'
```

Q: Then you set the derivative to zero?

A: Completing the square gives the global minimum directly. Put \(t=\sqrt{2a/\pi}\), so that \(a/2=\pi t^2/4\). Then

\[
E=\frac{\pi t^2}{4}-gt=-\frac{g^2}{\pi}+\frac{\pi}{4}\left(t-\frac{2g}{\pi}\right)^2 .
\]

```lean
/-- The Gaussian energy is `-g²/π` plus a multiple of a perfect square. -/
theorem energy_gaussian_eq_add_sq (g : ℝ) {a : ℝ} (ha : 0 < a) :
    energy g (gaussian a) = -g ^ 2 / π + π / 4 * (√(2 * a / π) - 2 * g / π) ^ 2 := by
  have hp := Real.pi_pos
  have ht : √(2 * a / π) ^ 2 = 2 * a / π := Real.sq_sqrt (by positivity)
  have e : ∀ t : ℝ, π / 4 * (t - 2 * g / π) ^ 2 = π * t ^ 2 / 4 - g * t + g ^ 2 / π := by
    intro t
    field_simp
    ring
  have h : π * (2 * a / π) = 2 * a := by field_simp
  rw [energy_gaussian g ha, e, ht, h]
  ring
```

The square vanishes only at \(t=2g/\pi\), that is, at \(a=\pi t^2/2=2g^2/\pi\). This is where attraction matters: \(t\) is positive, so for \(g\le 0\) the square never vanishes, and the energy only approaches zero as the Gaussian spreads out. The two directions of the equivalence below are "minimal energy fixes the width" and "this width gives minimal energy".

```lean
/-- For an attractive well the Gaussian energy equals `-g²/π` exactly when `a = 2g²/π`. -/
theorem energy_gaussian_eq_iff {g a : ℝ} (hg : 0 < g) (ha : 0 < a) :
    energy g (gaussian a) = -g ^ 2 / π ↔ a = 2 * g ^ 2 / π := by
  have hp := Real.pi_pos
  rw [energy_gaussian_eq_add_sq g ha]
  constructor
  · intro h
    have h1 : π / 4 * (√(2 * a / π) - 2 * g / π) ^ 2 = 0 := by linarith
    have h2 := (mul_eq_zero.mp h1).resolve_left (ne_of_gt (by positivity))
    have h3 : √(2 * a / π) = 2 * g / π := sub_eq_zero.mp (pow_eq_zero_iff two_ne_zero |>.mp h2)
    have hs : √(2 * a / π) ^ 2 = 2 * a / π := Real.sq_sqrt (by positivity)
    rw [h3] at hs
    calc a = π / 2 * (2 * a / π) := by field_simp
      _ = π / 2 * (2 * g / π) ^ 2 := by rw [hs]
      _ = 2 * g ^ 2 / π := by field_simp
  · intro h
    have h1 : 2 * a / π = (2 * g / π) ^ 2 := by
      rw [h]
      ring
    rw [h1, Real.sqrt_sq (by positivity)]
    ring
```

Q: My main doubt is the comparison. Anyone can write down \(-g^2/2\) and call it exact.

A: So the file ties that number to the Schrödinger equation. On each side of the origin, \(e^{-k|x|}\) is a plain exponential \(e^{cx}\) with \(c=\pm k\), so \(\psi'^2=k^2\psi^2\) and \(\psi''=k^2\psi\). The Lean proof picks \(c\) according to the side and uses the fact that the two functions agree in a whole neighbourhood of \(x\), which allows both derivatives to be taken.

```lean
/-- Away from the origin the state `exp (-k |x|)` satisfies `ψ'² = k² ψ²` and `ψ'' = k² ψ`. -/
theorem cusp_derivs (k : ℝ) {x : ℝ} (hx : x ≠ 0) :
    (deriv (cusp k) x) ^ 2 = k ^ 2 * (cusp k x) ^ 2 ∧
      deriv (deriv (cusp k)) x = k ^ 2 * cusp k x := by
  -- on each side of the origin the state is a plain exponential
  obtain ⟨c, hc, h⟩ : ∃ c : ℝ, c ^ 2 = k ^ 2 ∧
      cusp k =ᶠ[𝓝 x] fun y => Real.exp (c * y) := by
    rcases lt_or_gt_of_ne hx with h | h
    · refine ⟨k, rfl, ?_⟩
      filter_upwards [Iio_mem_nhds h] with y hy
      rw [cusp, abs_of_neg (Set.mem_Iio.mp hy), neg_mul_neg]
    · refine ⟨-k, by ring, ?_⟩
      filter_upwards [Ioi_mem_nhds h] with y hy
      rw [cusp, abs_of_pos (Set.mem_Ioi.mp hy)]
  have hd : ∀ y : ℝ, HasDerivAt (fun y => Real.exp (c * y)) (c * Real.exp (c * y)) y :=
    fun y => HasDerivAt.congr_deriv ((hasDerivAt_id' y).const_mul c).exp (by ring)
  have hv : cusp k x = Real.exp (c * x) := h.eq_of_nhds
  have h1 : deriv (cusp k) =ᶠ[𝓝 x] fun y => c * Real.exp (c * y) :=
    h.deriv.trans (Eventually.of_forall fun y => (hd y).deriv)
  have h1v : deriv (cusp k) x = c * Real.exp (c * x) := h1.eq_of_nhds
  constructor
  · rw [h1v, hv, mul_pow, hc]
  · rw [h1.deriv_eq, ((hd x).const_mul c).deriv, hv, ← hc]
    ring
```

Now set \(k=g\). Away from the origin, \(-\psi''/2=-(g^2/2)\,\psi\). At the origin, integrating the full equation across the delta requires

\[
\psi'(0^+)-\psi'(0^-)=-2g\,\psi(0),
\]

and the one-sided slopes \(-g\,\psi(0)\) and \(+g\,\psi(0)\) satisfy this. `Set.Ici 0` and `Set.Iic 0` in the statement are the right and left half-lines.

```lean
/-- The state `exp (-g |x|)` solves `-ψ''/2 = -(g²/2) ψ` away from the origin, and its right and
left slopes at the origin are `-g ψ(0)` and `g ψ(0)`. -/
theorem cusp_schrodinger (g : ℝ) :
    (∀ x : ℝ, x ≠ 0 → -(deriv (deriv (cusp g)) x) / 2 = -g ^ 2 / 2 * cusp g x) ∧
      HasDerivWithinAt (cusp g) (-(g * cusp g 0)) (Set.Ici 0) 0 ∧
      HasDerivWithinAt (cusp g) (g * cusp g 0) (Set.Iic 0) 0 := by
  have hd : ∀ c : ℝ, HasDerivAt (fun y => Real.exp (c * y)) c 0 :=
    fun c => HasDerivAt.congr_deriv ((hasDerivAt_id' (0 : ℝ)).const_mul c).exp (by simp)
  have h0 : cusp g 0 = 1 := by simp [cusp]
  refine ⟨fun x hx => ?_, ?_, ?_⟩
  · rw [(cusp_derivs g hx).2]
    ring
  · rw [h0, mul_one]
    refine (hd (-g)).hasDerivWithinAt.congr (fun y hy => ?_) (by simp [cusp])
    rw [cusp, abs_of_nonneg (Set.mem_Ici.mp hy)]
  · rw [h0, mul_one]
    refine (hd g).hasDerivWithinAt.congr (fun y hy => ?_) (by simp [cusp])
    rw [cusp, abs_of_nonpos (Set.mem_Iic.mp hy), neg_mul_neg]
```

Q: Does the same `energy` give \(-g^2/2\) for that state, kink included?

A: Yes. The kink is a single point and doesn't affect the integral. For \(k>0\), \(\int\psi^2dx=1/k\) and \(\int\psi'^2dx=k^2\cdot\frac1k=k\), so

\[
E=\frac{k/2-g}{1/k}=\frac{k^2}{2}-gk,
\]

which is \(-g^2/2\) at \(k=g\).

```lean
/-- The energy of the exponential state `exp (-k |x|)` is `k²/2 - g k`. -/
theorem energy_cusp (g : ℝ) {k : ℝ} (hk : 0 < k) :
    energy g (cusp k) = k ^ 2 / 2 - g * k := by
  have hn : ∫ x, (cusp k x) ^ 2 = 1 / k := by
    calc ∫ x, (cusp k x) ^ 2 = ∫ x : ℝ, Real.exp (-(2 * k) * |x|) := by
          congr 1
          funext x
          rw [cusp, pow_two, ← Real.exp_add]
          congr 1
          ring
      _ = 2 * ∫ r in Set.Ioi (0 : ℝ), Real.exp (-(2 * k) * r) :=
          integral_comp_abs (f := fun r : ℝ => Real.exp (-(2 * k) * r))
      _ = 1 / k := by
          rw [integral_exp_mul_Ioi (by linarith) 0, mul_zero, Real.exp_zero]
          field_simp
  -- the kink at the origin has measure zero
  have hkin : ∫ x, (deriv (cusp k) x) ^ 2 = k := by
    have hae : ∀ᵐ x : ℝ, (deriv (cusp k) x) ^ 2 = k ^ 2 * (cusp k x) ^ 2 := by
      filter_upwards [compl_mem_ae_iff.mpr (measure_singleton (0 : ℝ))] with x hx
      exact (cusp_derivs k (by simpa using hx)).1
    rw [integral_congr_ae hae, integral_const_mul, hn]
    field_simp
  have h0 : cusp k 0 = 1 := by simp [cusp]
  rw [energy, hkin, hn, h0, div_div_eq_mul_div, div_one]
  ring
```

Q: So what does the final theorem say, in words?

A: For every \(g>0\) it says three things. `IsLeast` says that \(-g^2/\pi\) is the energy of some Gaussian with \(a>0\) and that no such Gaussian lies lower. The exponential state has energy \(-g^2/2\). And \(-g^2/2<-g^2/\pi\), strictly, because \(\pi>2\). The proof takes the first part from the width \(2g^2/\pi\) and the non-negative square.

```lean
/-- For `g > 0` the least energy of the Gaussian trial states is `-g²/π`, strictly above the
energy `-g²/2` of the state `exp (-g |x|)`. -/
theorem gaussian_variational_minimum {g : ℝ} (hg : 0 < g) :
    IsLeast ((fun a => energy g (gaussian a)) '' Set.Ioi 0) (-g ^ 2 / π) ∧
      energy g (cusp g) = -g ^ 2 / 2 ∧ -g ^ 2 / 2 < -g ^ 2 / π := by
  have hp := Real.pi_pos
  refine ⟨⟨?_, ?_⟩, ?_, ?_⟩
  · have ha : 0 < 2 * g ^ 2 / π := by positivity
    exact ⟨2 * g ^ 2 / π, ha, (energy_gaussian_eq_iff hg ha).mpr rfl⟩
  · rintro _ ⟨a, ha, rfl⟩
    have h := energy_gaussian_eq_add_sq g (Set.mem_Ioi.mp ha)
    have hsq : 0 ≤ π / 4 * (√(2 * a / π) - 2 * g / π) ^ 2 := by positivity
    show -g ^ 2 / π ≤ energy g (gaussian a)
    linarith
  · rw [energy_cusp g hg]
    ring
  · have h2 : (2 : ℝ) < π := by linarith [Real.pi_gt_three]
    have h : g ^ 2 / π < g ^ 2 / 2 := by gcongr
    rw [neg_div, neg_div]
    linarith

end

end DeltaWellGaussianTrial
```

```lean
#print axioms DeltaWellGaussianTrial.energy_gaussian_eq_iff
-- 'DeltaWellGaussianTrial.energy_gaussian_eq_iff' depends on axioms: [propext, Classical.choice, Quot.sound]
#print axioms DeltaWellGaussianTrial.cusp_schrodinger
-- 'DeltaWellGaussianTrial.cusp_schrodinger' depends on axioms: [propext, Classical.choice, Quot.sound]
#print axioms DeltaWellGaussianTrial.gaussian_variational_minimum
-- 'DeltaWellGaussianTrial.gaussian_variational_minimum' depends on axioms: [propext, Classical.choice, Quot.sound]
```

Q: Is it proved that no state whatever lies below \(-g^2/2\)?

A: No, for that I rely on the standard theory of this well. The theorem compares the Gaussians centred at the origin with one explicit bound state.

Q: Where would I meet this in a real calculation?

A: In a variational code with one Gaussian and one adjustable exponent. For \(g=1\) it should return \(a=2/\pi\approx0.6366\), with kinetic energy \(0.3183\) and potential energy \(-0.6366\). If the result is off, evaluate the two parts at the fixed width \(a=2/\pi\) to see which one carries a wrong prefactor. At the re-optimised width, a wrong prefactor in either part multiplies both by the same factor. For electronic structure, this one-particle, one-dimensional, one-parameter model shows in miniature what it costs to replace a state that has a cusp and an exponential tail, like the 1s state of hydrogen, by a single Gaussian. The size of the loss doesn't carry over: for hydrogen the best single Gaussian gives \(-4/(3\pi)\approx-0.424\) hartree instead of \(-0.5\), a loss of 15%.
